# The Thomas-Fermi-Dirac energy per electron is least at \(n_0=125/(192\pi^5)\), where the pressure vanishes

In Hartree atomic units, a uniform, spin-unpolarised electron gas of density \(n\) has, in the Thomas-Fermi-Dirac model, the energy per electron

\[
e(n)=c_k n^{2/3}-c_x n^{1/3},\qquad c_k=\tfrac{3}{10}(3\pi^2)^{2/3},\qquad c_x=\tfrac34\left(\tfrac3\pi\right)^{1/3}.
\]

The first term is kinetic, the second is exchange; correlation and gradient terms are absent. The classical electrostatic energy is not part of \(e(n)\): in the uniform gas a positive background cancels it, and in an atom it enters through the local potential. Densities are real numbers, in electrons per cubic bohr.

```lean
import Mathlib

open Real

namespace ThomasFermiDiracEdge

noncomputable section

/-- The Thomas-Fermi kinetic coefficient in atomic units. -/
def cK : ℝ := 3 / 10 * (3 * π ^ 2) ^ (2 / 3 : ℝ)

/-- The Dirac exchange coefficient in atomic units. -/
def cX : ℝ := 3 / 4 * (3 / π) ^ (1 / 3 : ℝ)

/-- The Thomas-Fermi-Dirac energy per electron at density `n ≥ 0`. -/
def energyPerElectron (n : ℝ) : ℝ := cK * n ^ (2 / 3 : ℝ) - cX * n ^ (1 / 3 : ℝ)
```

The density in the title is about 0.0021 electrons per cubic bohr:

```lean
/-- The density `125 / (192 π⁵)`, in electrons per cubic bohr. -/
def edgeDensity : ℝ := 125 / (192 * π ^ 5)
```

The pressure is \(P(n)=n^2\,de/dn\).

```lean
/-- The pressure `n² de/dn` of the electron gas at density `n > 0`. -/
def pressure (n : ℝ) : ℝ := n ^ 2 * deriv energyPerElectron n
```

In an atom, let \(v\) be the chemical potential minus the electrostatic potential energy of an electron at a given point. The density there minimises \(\omega_v(n)=n\,e(n)-vn\), which is `grandPotential v n`.

```lean
/-- The energy density minus `v n`, for electrons at density `n ≥ 0` and local
chemical potential `v`. -/
def grandPotential (v n : ℝ) : ℝ := n * energyPerElectron n - v * n
```

## Non-negative density

A density cannot be negative, and `0 ≤ n` or `0 < n` says so. By hand, this permits the substitution \(s=n^{1/3}\), with \(n^{2/3}=s^2\) and \(s^3=n\). The lemmas `cbrt_pow`, `cbrt_cube` and `two_thirds` supply these rules, and `cbrt_eq` identifies a cube root by cubing it. Without the hypothesis, Lean's real powers of negative numbers would make `energyPerElectron` unbounded below.

```lean
private lemma cbrt_pow {x : ℝ} (hx : 0 ≤ x) (k : ℕ) :
    (x ^ (1 / 3 : ℝ)) ^ k = x ^ ((k : ℝ) / 3) := by
  rw [← Real.rpow_natCast, ← Real.rpow_mul hx]
  congr 1
  ring

private lemma cbrt_cube {x : ℝ} (hx : 0 ≤ x) : (x ^ (1 / 3 : ℝ)) ^ 3 = x := by
  rw [cbrt_pow hx 3]
  norm_num

private lemma two_thirds {x : ℝ} (hx : 0 ≤ x) :
    x ^ (2 / 3 : ℝ) = (x ^ (1 / 3 : ℝ)) ^ 2 := by
  rw [cbrt_pow hx 2]
  norm_num

private lemma cbrt_eq {x y : ℝ} (hy : 0 ≤ y) (h : y ^ 3 = x) : x ^ (1 / 3 : ℝ) = y := by
  subst h
  rw [← Real.rpow_natCast, ← Real.rpow_mul hy]
  norm_num
```

Both \(c_k\) and \(n_0\) are positive because they are built from positive factors.

```lean
private lemma cK_pos : 0 < cK := by
  unfold cK
  positivity

private lemma edgeDensity_pos : 0 < edgeDensity := by
  unfold edgeDensity
  positivity
```

## Coefficients of the unpolarised gas

The values of \(c_k\) and \(c_x\) are a physical assumption placed in the definitions: plane-wave orbitals, each filled with two electrons up to the Fermi level. Besides \(c_k>0\) and \(n_0>0\), the derivation uses only two relations between the coefficients and \(n_0\). Put \(a=3^{1/3}\), \(p=\pi^{1/3}\) and \(s_0=n_0^{1/3}\). Then

\[
c_k=\tfrac{3}{10}a^2p^4,\qquad c_x=\frac{3a}{4p},\qquad s_0=\frac{5}{4ap^5},
\]

and therefore

\[
2c_ks_0=\frac{3a}{4p}=c_x,\qquad c_ks_0^2=\frac{75}{160\,p^6}=\frac{15}{32\pi^2}.
\]

The proof introduces the same \(a\) and \(p\), rewrites the three quantities as above (`hX`, `hK`, `hE`), and leaves the fractions to `field_simp` and `norm_num`.

```lean
/-- Two relations between the kinetic coefficient, the exchange coefficient and the
cube root of the density `125 / (192 π⁵)`. -/
theorem coefficient_relations :
    cX = 2 * cK * edgeDensity ^ (1 / 3 : ℝ) ∧
      cK * (edgeDensity ^ (1 / 3 : ℝ)) ^ 2 = 15 / (32 * π ^ 2) := by
  -- express everything through the cube roots `a` of 3 and `p` of π
  obtain ⟨a, ha, ha3⟩ : ∃ a : ℝ, 0 < a ∧ a ^ 3 = 3 :=
    ⟨3 ^ (1 / 3 : ℝ), by positivity, cbrt_cube (by norm_num)⟩
  obtain ⟨p, hp, hp3⟩ : ∃ p : ℝ, 0 < p ∧ p ^ 3 = π :=
    ⟨π ^ (1 / 3 : ℝ), by positivity, cbrt_cube Real.pi_pos.le⟩
  have hX : cX = 3 / 4 * (a / p) := by
    rw [cX, cbrt_eq (y := a / p) (by positivity) (by rw [div_pow, ha3, hp3])]
  have hK : cK = 3 / 10 * (a * p ^ 2) ^ 2 := by
    have h : (a * p ^ 2) ^ 3 = 3 * π ^ 2 := by
      calc (a * p ^ 2) ^ 3 = a ^ 3 * (p ^ 3) ^ 2 := by ring
        _ = 3 * π ^ 2 := by rw [ha3, hp3]
    rw [cK, two_thirds (by positivity), cbrt_eq (by positivity) h]
  have hE : edgeDensity ^ (1 / 3 : ℝ) = 5 / (4 * a * p ^ 5) := by
    have h : (4 * a * p ^ 5) ^ 3 = 192 * π ^ 5 := by
      calc (4 * a * p ^ 5) ^ 3 = 64 * a ^ 3 * (p ^ 3) ^ 5 := by ring
        _ = 192 * π ^ 5 := by rw [ha3, hp3]; ring
    apply cbrt_eq (by positivity)
    rw [div_pow, h, edgeDensity]
    norm_num
  have hpi : π ^ 2 = p ^ 6 := by
    rw [← hp3]
    ring
  rw [hX, hK, hE, hpi]
  constructor
  · field_simp
    norm_num
  · field_simp
    norm_num
```

With other positive coefficients the argument would keep its form, with the minimum at \((c_x/2c_k)^3\). With \(c_x=0\) the energy per electron would rise steadily from zero, and no positive density would minimise it.

## A positive density other than \(n_0\)

Inserting the two relations gives

\[
e(n)=c_ks^2-2c_ks_0s=-c_ks_0^2+c_k(s-s_0)^2=-\frac{15}{32\pi^2}+c_k(s-s_0)^2 .
\]

In Lean, `linear_combination` carries out this substitution for every \(n\ge0\).

```lean
/-- The energy per electron is a constant plus a perfect square in the cube root of
the density. -/
theorem energy_complete_square {n : ℝ} (hn : 0 ≤ n) :
    energyPerElectron n = -(15 / (32 * π ^ 2)) +
      cK * (n ^ (1 / 3 : ℝ) - edgeDensity ^ (1 / 3 : ℝ)) ^ 2 := by
  obtain ⟨h1, h2⟩ := coefficient_relations
  rw [energyPerElectron, two_thirds hn]
  linear_combination (-(n ^ (1 / 3 : ℝ))) * h1 - h2
```

The theorem `unique_minimiser` states that \(n_0\) is positive, that \(e(n_0)=-15/(32\pi^2)\) hartree, and that every other positive density has strictly higher energy per electron. The hypothesis `n ≠ edgeDensity` makes the inequality strict: if \(s=s_0\), cubing gives \(n=n_0\), so for \(n\ne n_0\) the square is positive. The proof does this in `hroot` and `hsq`. Without the hypothesis only \(e(n_0)\le e(n)\) remains. Positivity is milder here, since vacuum has \(e(0)=0\), which also lies above the minimum.

```lean
/-- The Thomas-Fermi-Dirac energy per electron has its unique minimum over positive
densities at `125 / (192 π⁵)`, where it equals `-15 / (32 π²)` hartree. -/
theorem unique_minimiser :
    0 < edgeDensity ∧ energyPerElectron edgeDensity = -(15 / (32 * π ^ 2)) ∧
      ∀ n : ℝ, 0 < n → n ≠ edgeDensity →
        energyPerElectron edgeDensity < energyPerElectron n := by
  have hval : energyPerElectron edgeDensity = -(15 / (32 * π ^ 2)) := by
    rw [energy_complete_square edgeDensity_pos.le]
    ring
  refine ⟨edgeDensity_pos, hval, fun n hn hne => ?_⟩
  -- distinct densities have distinct cube roots, so the square is positive
  have hroot : n ^ (1 / 3 : ℝ) - edgeDensity ^ (1 / 3 : ℝ) ≠ 0 := by
    intro h
    apply hne
    rw [← cbrt_cube hn.le, sub_eq_zero.1 h, cbrt_cube edgeDensity_pos.le]
  have hsq := mul_pos cK_pos (pow_pos (abs_pos.2 hroot) 2)
  rw [sq_abs] at hsq
  rw [hval, energy_complete_square hn.le]
  linarith
```

## A fixed electron number in a positive volume

The pressure formula needs a mechanical meaning. Spread \(N>0\) electrons uniformly over a volume \(V>0\), so that \(n=N/V\) and \(E(V)=N\,e(N/V)\). The chain rule gives

\[
\frac{dE}{dV}=N\,e'(n)\left(-\frac{N}{V^2}\right)=-n^2e'(n)=-P(n).
\]

The hypotheses `hN` and `hV` keep the density positive, where \(e\) is differentiable; at \(n=0\) both the kinetic and the exchange term have infinite slope. The proof composes the derivative of \(e\) with that of \(N/W\), where \(W\) is the varying volume. \(N\) is a real number and need not be an integer.

```lean
private lemma hasDerivAt_energy {n : ℝ} (hn : 0 < n) :
    HasDerivAt energyPerElectron
      (cK * (2 / 3 * n ^ (2 / 3 - 1 : ℝ)) - cX * (1 / 3 * n ^ (1 / 3 - 1 : ℝ))) n :=
  ((Real.hasDerivAt_rpow_const (Or.inl hn.ne')).const_mul cK).fun_sub
    ((Real.hasDerivAt_rpow_const (Or.inl hn.ne')).const_mul cX)

/-- For `N` electrons spread uniformly over a volume `V`, the pressure is minus the
derivative of the total energy with respect to the volume. -/
theorem pressure_is_neg_dE_dV {N V : ℝ} (hN : 0 < N) (hV : 0 < V) :
    HasDerivAt (fun W => N * energyPerElectron (N / W)) (-pressure (N / V)) V := by
  have he := (hasDerivAt_energy (div_pos hN hV)).differentiableAt.hasDerivAt
  have hd : HasDerivAt (fun W : ℝ => N / W) ((0 * V - N * 1) / V ^ 2) V :=
    (hasDerivAt_const V N).fun_div (hasDerivAt_id' V) hV.ne'
  refine ((he.comp V hd).const_mul N).congr_deriv ?_
  rw [pressure]
  ring
```

Differentiating the two powers and multiplying by \(n^2\) gives

\[
P(n)=\tfrac23c_kn^{5/3}-\tfrac13c_xn^{4/3}.
\]

```lean
/-- The pressure is the sum of a kinetic term in `n^(5/3)` and a negative exchange
term in `n^(4/3)`. -/
theorem pressure_formula {n : ℝ} (hn : 0 < n) :
    pressure n = 2 / 3 * cK * n ^ (5 / 3 : ℝ) - 1 / 3 * cX * n ^ (4 / 3 : ℝ) := by
  have h5 : n ^ 2 * n ^ (2 / 3 - 1 : ℝ) = n ^ (5 / 3 : ℝ) := by
    rw [← Real.rpow_natCast, ← Real.rpow_add hn]
    norm_num
  have h4 : n ^ 2 * n ^ (1 / 3 - 1 : ℝ) = n ^ (4 / 3 : ℝ) := by
    rw [← Real.rpow_natCast, ← Real.rpow_add hn]
    norm_num
  rw [pressure, (hasDerivAt_energy hn).deriv]
  linear_combination (2 / 3 * cK) * h5 - (1 / 3 * cX) * h4
```

Since \(c_x=2c_ks_0\), this factorises:

\[
P(n)=\tfrac23c_ks^4(s-s_0).
\]

For \(n>0\) the prefactor is non-zero, so \(P(n)=0\) exactly when \(n=n_0\). These are `hfac` and `hpre` in the proof. Here positivity is essential, because vacuum also has zero pressure.

```lean
/-- Among positive densities, the pressure vanishes exactly at `125 / (192 π⁵)`. -/
theorem pressure_eq_zero_iff {n : ℝ} (hn : 0 < n) :
    pressure n = 0 ↔ n = edgeDensity := by
  have h5 : n ^ (5 / 3 : ℝ) = (n ^ (1 / 3 : ℝ)) ^ 5 := by
    rw [cbrt_pow hn.le 5]
    norm_num
  have h4 : n ^ (4 / 3 : ℝ) = (n ^ (1 / 3 : ℝ)) ^ 4 := by
    rw [cbrt_pow hn.le 4]
    norm_num
  have hfac : pressure n = 2 / 3 * cK * (n ^ (1 / 3 : ℝ)) ^ 4 *
      (n ^ (1 / 3 : ℝ) - edgeDensity ^ (1 / 3 : ℝ)) := by
    rw [pressure_formula hn, h5, h4, coefficient_relations.1]
    ring
  have hpre : 2 / 3 * cK * (n ^ (1 / 3 : ℝ)) ^ 4 ≠ 0 := by
    have := cK_pos
    positivity
  rw [hfac]
  constructor
  · intro h
    have hr := sub_eq_zero.1 ((mul_eq_zero.1 h).resolve_left hpre)
    rw [← cbrt_cube hn.le, hr, cbrt_cube edgeDensity_pos.le]
  · intro h
    rw [h, sub_self, mul_zero]
```

## A minimum over all densities at a point

The hypothesis `hmin` says that \(n\) gives the lowest \(\omega_v\) among all non-negative densities, for one fixed \(v\). "Local" refers to the point in space; the comparison runs over the whole range of densities.

Suppose such a minimiser had \(0<n<n_0\). Comparison with vacuum gives \(n(e(n)-v)\le0\), so \(e(n)\le v\), and hence \(e(n_0)<e(n)\le v\). Because \(e(n_0)-v\) is negative and \(n_0>n\),

\[
\omega_v(n_0)=n_0(e(n_0)-v)<n(e(n_0)-v)<n(e(n)-v)=\omega_v(n),
\]

which contradicts minimality. The proof uses `hmin` at the same two densities, as `h0` and `h1`, and `nlinarith` combines the inequalities. A minimising density is thus either zero or at least \(n_0\), whatever the value of \(v\).

```lean
/-- A density that minimises the local grand potential is either zero or at least
`125 / (192 π⁵)`, whatever the local chemical potential. -/
theorem density_gap {v n : ℝ} (hn : 0 ≤ n)
    (hmin : ∀ m : ℝ, 0 ≤ m → grandPotential v n ≤ grandPotential v m) :
    n = 0 ∨ edgeDensity ≤ n := by
  by_contra hcon
  obtain ⟨hn0, hlt'⟩ := not_or.1 hcon
  have hlt := not_le.1 hlt'
  have hpos : 0 < n := lt_of_le_of_ne hn (Ne.symm hn0)
  have he := unique_minimiser.2.2 n hpos hlt.ne
  -- compare with the vacuum and with the density of least energy per electron
  have h0 := hmin 0 le_rfl
  have h1 := hmin edgeDensity edgeDensity_pos.le
  simp only [grandPotential] at h0 h1
  have hv : energyPerElectron n ≤ v := by
    by_contra h
    have := mul_pos hpos (sub_pos.2 (not_le.1 h))
    nlinarith
  nlinarith [mul_pos (sub_pos.2 hlt) (sub_pos.2 (lt_of_lt_of_le he hv)),
    mul_pos hpos (sub_pos.2 he)]
```

If `hmin` were weakened to a minimum among nearby densities, the gap would shrink: for suitable \(v\), densities between \(\tfrac{64}{125}n_0\) and \(n_0\) are metastable minima of \(\omega_v\).

## The value of \(v\) at the atomic edge

The last theorem fixes \(v=e(n_0)\). Then

\[
\omega_v(n)=n\,(e(n)-e(n_0))\ge0,
\]

with equality exactly for \(n=0\) and \(n=n_0\). The proof factorises in the same way, treats the two zeros separately, and applies `unique_minimiser` to every other density. The lower bound \(n_0\) in the gap is therefore attained.

```lean
/-- When the local chemical potential equals the least energy per electron, the grand
potential is nonnegative and vanishes exactly at density zero and at `125 / (192 π⁵)`. -/
theorem edge_coexistence {n : ℝ} (hn : 0 ≤ n) :
    0 ≤ grandPotential (energyPerElectron edgeDensity) n ∧
      (grandPotential (energyPerElectron edgeDensity) n = 0 ↔
        n = 0 ∨ n = edgeDensity) := by
  have hfac : grandPotential (energyPerElectron edgeDensity) n =
      n * (energyPerElectron n - energyPerElectron edgeDensity) := by
    rw [grandPotential]
    ring
  rw [hfac]
  by_cases h0 : n = 0
  · simp [h0]
  by_cases h1 : n = edgeDensity
  · simp [h1]
  have hpos : 0 < n := lt_of_le_of_ne hn (Ne.symm h0)
  have h := mul_pos hpos (sub_pos.2 (unique_minimiser.2.2 n hpos h1))
  exact ⟨h.le, fun h' => absurd h' h.ne', fun h' => absurd h' (not_or.2 ⟨h0, h1⟩)⟩

end

end ThomasFermiDiracEdge
```

```lean
#print axioms ThomasFermiDiracEdge.unique_minimiser
-- 'ThomasFermiDiracEdge.unique_minimiser' depends on axioms: [propext, Classical.choice, Quot.sound]
#print axioms ThomasFermiDiracEdge.pressure_eq_zero_iff
-- 'ThomasFermiDiracEdge.pressure_eq_zero_iff' depends on axioms: [propext, Classical.choice, Quot.sound]
#print axioms ThomasFermiDiracEdge.density_gap
-- 'ThomasFermiDiracEdge.density_gap' depends on axioms: [propext, Classical.choice, Quot.sound]
#print axioms ThomasFermiDiracEdge.edge_coexistence
-- 'ThomasFermiDiracEdge.edge_coexistence' depends on axioms: [propext, Classical.choice, Quot.sound]
```

At any other \(v\) the tie is broken. Below \(e(n_0)\) vacuum alone minimises; above it vacuum loses to \(n_0\).

This is how \(n_0\) becomes the edge density of a neutral Thomas-Fermi-Dirac atom. On the way outwards \(v\) falls until it reaches \(e(n_0)\) at the edge, where the density drops from \(n_0\) to zero and the electron gas ends at zero pressure. Outside a neutral spherical atom there is no electric field, so \(v\) keeps the value \(e(n_0)\). Vacuum and \(n_0\) remain tied there, and the electron count settles the choice: the electrons inside the edge already balance the nuclear charge, so the outside is empty. The nucleus, the Poisson equation and neutrality do not appear in the theorems, so this last step rests on the usual physical picture of the atom. For orbital-free calculations, this means that the Thomas-Fermi-Dirac functional gives an atom a sharp edge, where a real atom has an exponential tail.

## Cutting off the density in a code

A Thomas-Fermi-Dirac atomic code can compute the density from \(v\) at each grid point. Setting \(d\omega_v/dn=0\) gives a quadratic equation in \(s\), whose upper root is

\[
s=\frac{2c_x+\sqrt{4c_x^2+15c_kv}}{5c_k}.
\]

At \(v=e(n_0)\) this root equals \(s_0\). It stays real for slightly lower \(v\), down to \(s=\tfrac45s_0\), so a code that sets the density to zero only when the square root fails would keep the metastable densities. The test that selects the true minimum is \(v<-15/(32\pi^2)\), about \(-0.0475\) hartree: below that value the density is set to zero. At exactly that value, which \(v\) has everywhere outside a neutral atom, zero and \(n_0\) are both minimisers and the test does not decide between them. There the density is set to zero beyond the radius at which the enclosed electrons balance the nuclear charge.
